# The Franz–Keldysh absorption lineshape of a non-interacting electron–hole pair in a uniform field

The lemma treats an electron and hole with no Coulomb attraction, of reduced mass μ > 0, pulled apart by a uniform force F > 0, with ħ = 1. Their relative wave function along the field is y((Fz − E)/θ), where θ³ = F²/(2μ) and y solves the Airy equation y″ = xy, and the absorption at energy W from the gap (any real W) is taken, up to a prefactor, as the integral of its square at z = 0 over all transverse energies ε > 0, equally weighted. If G(x) = y′(x)² − x y(x)² tends to zero as x → +∞, the lemma says that this integral converges and equals θ G(−W/θ). The wave function is unnormalised; for y = Ai, normalising it to a delta function in energy multiplies the result by F/θ². The proof uses G′ = −y² and the chain rule to show that −θ G((ε − W)/θ) is an antiderivative of the integrand, then evaluates it at the two ends.

An attempt in Lean 4 with a fault in it:

```lean
import Mathlib

open Filter MeasureTheory Set Topology

namespace FranzKeldysh

noncomputable section

/-- The function `y` solves the Airy equation `y'' = x y` on the real line, with first
derivative `dy`. -/
structure IsAirySolution (y dy : ℝ → ℝ) : Prop where
  deriv_y : ∀ x, HasDerivAt y (dy x) x
  deriv_dy : ∀ x, HasDerivAt dy (x * y x) x

/-- The lineshape function `G = y'² - x y²`. -/
def lineshape (y dy : ℝ → ℝ) (x : ℝ) : ℝ := dy x ^ 2 - x * y x ^ 2

/-- The electro-optic energy `θ`, the cube root of `F² / (2 μ)`, for force `F` and reduced
mass `μ` (with `ħ = 1`). -/
def theta (F μ : ℝ) : ℝ := (F ^ 2 / (2 * μ)) ^ (1 / 3 : ℝ)

/-- The relative electron-hole wave function along the field at energy `E`. -/
def fieldState (y : ℝ → ℝ) (F μ E z : ℝ) : ℝ := y ((F * z - E) / theta F μ)

/-- The absorption at photon energy `W` above the gap, up to a prefactor: the contact density
`ψ(0)²` summed over all transverse kinetic energies `ε`. -/
def absorption (y : ℝ → ℝ) (F μ W : ℝ) : ℝ :=
  ∫ ε in Ioi (0 : ℝ), fieldState y F μ (W - ε) 0 ^ 2

variable {y dy : ℝ → ℝ} {F μ : ℝ}

/-- The electro-optic energy is positive and its cube is `F² / (2 μ)`. -/
theorem theta_spec (hF : 0 < F) (hμ : 0 < μ) :
    0 < theta F μ ∧ theta F μ ^ 3 = F ^ 2 / (2 * μ) := by
  have cube : ∀ a : ℝ, 0 ≤ a → (a ^ (1 / 3 : ℝ)) ^ 3 = a := fun a ha => by
    rw [← Real.rpow_natCast, ← Real.rpow_mul ha]
    norm_num
  have hpos : 0 < F ^ 2 / (2 * μ) := by positivity
  exact ⟨Real.rpow_pos_of_pos hpos _, cube _ hpos.le⟩

/-- For an Airy solution, the lineshape function has derivative `G' = -y²`. -/
theorem hasDerivAt_lineshape (h : IsAirySolution y dy) (x : ℝ) :
    HasDerivAt (lineshape y dy) (-(y x) ^ 2) x := by
  have e : lineshape y dy = fun t => dy t * dy t - t * (y t * y t) := by
    funext t
    simp only [lineshape]
    ring
  rw [e]
  exact (((h.deriv_dy x).fun_mul (h.deriv_dy x)).fun_sub ((hasDerivAt_id' x).fun_mul
    ((h.deriv_y x).fun_mul (h.deriv_y x)))).congr_deriv (by ring)

/-- **Franz-Keldysh lineshape.** For an Airy solution whose `G` tends to zero at infinity, the sum
over transverse energies converges, and the absorption at energy `W` above the gap is `θ G(-W/θ)`.
-/
theorem absorption_eq_lineshape (h : IsAirySolution y dy)
    (hlim : Tendsto (lineshape y dy) atTop (𝓝 0)) (hF : 0 < F) (hμ : 0 < μ) (W : ℝ) :
    IntegrableOn (fun ε => fieldState y F μ (W - ε) 0 ^ 2) (Ioi 0) ∧
      absorption y F μ W = theta F μ * lineshape y dy (-W / theta F μ) := by
  have hθ := (theta_spec hF hμ).1
  have hs : ∀ ε, fieldState y F μ (W - ε) 0 = y ((ε - W) / theta F μ) := fun ε => by
    unfold fieldState
    congr 1
    ring
  -- an antiderivative of the contact density in the transverse energy
  have hd : ∀ ε ∈ Ici (0 : ℝ), HasDerivAt
      (fun ε => -(theta F μ * lineshape y dy ((ε - W) / theta F μ)))
      (fieldState y F μ (W - ε) 0 ^ 2) ε := fun ε _ => by
    have hin : HasDerivAt (fun ε : ℝ => (ε - W) / theta F μ) (1 / theta F μ) ε :=
      ((hasDerivAt_id' ε).sub_const W).div_const (theta F μ)
    have hc : HasDerivAt (fun ε => lineshape y dy ((ε - W) / theta F μ))
        (-(y ((ε - W) / theta F μ)) ^ 2 * (1 / theta F μ)) ε :=
      (hasDerivAt_lineshape h ((ε - W) / theta F μ)).comp ε hin
    refine (hc.const_mul (theta F μ)).fun_neg.congr_deriv ?_
    rw [hs]
    have h1 : theta F μ * (1 / theta F μ) = 1 := mul_one_div_cancel hθ.ne'
    linear_combination (y ((ε - W) / theta F μ)) ^ 2 * h1
  have hp : ∀ ε ∈ Ioi (0 : ℝ), 0 ≤ fieldState y F μ (W - ε) 0 ^ 2 := fun ε _ => sq_nonneg _
  have ht : Tendsto (fun ε : ℝ => ε - W) atTop atTop :=
    (tendsto_atTop_add_const_right atTop (-W) tendsto_id).congr
      (fun ε => (sub_eq_add_neg ε W).symm)
  have hl : Tendsto (fun ε => -(theta F μ * lineshape y dy ((ε - W) / theta F μ))) atTop
      (𝓝 (-(theta F μ * 0))) :=
    ((hlim.comp (ht.atTop_div_const hθ)).const_mul (theta F μ)).neg
  refine ⟨integrableOn_Ioi_deriv_of_nonneg' hd hp hl, ?_⟩
  rw [absorption, integral_Ioi_of_hasDerivAt_of_nonneg' hd hp hl, zero_sub]
  ring

end

end FranzKeldysh
```

Messages:

```
Main.lean:72:6: error: Type mismatch
  HasDerivAt.comp ε ?m.271 hin
has type
  HasDerivAt (?m.268 ∘ fun ε => (ε - W) / theta F μ) (?m.270 * (1 / theta F μ)) ε
but is expected to have type
  HasDerivAt (fun ε => lineshape y dy ((ε - W) / theta F μ)) (-y ((ε - W) / theta F μ) ^ 2 * (1 / theta F μ)) ε
```

What went wrong. The error is in `hc`, the chain-rule step. `HasDerivAt.comp` gives the derivative of a composition written with `∘`, while `hc` states it for the written-out function `fun ε => lineshape y dy ((ε - W) / theta F μ)`. The two agree by definition once the outer function is known to be `lineshape y dy`. But the message shows that when Lean compared the types, the outer function was still the unknown `?m.268`, and the proof about it still the placeholder `?m.271`. Lean did not manage to match the composition with the stated function in that form.

The repair builds `hcomp` in a `have` with no stated type, so the goal plays no part in it, and `hg` settles the outer function as `lineshape y dy`. `exact hcomp` then only has to compare two known functions, which agree on unfolding `∘`. The `by` makes room for these steps, and giving `hg` a line of its own is mere tidying. The mathematics is unchanged.

Lean accepts the file once it reads:

```diff
@@ -70,5 +70,8 @@
     have hc : HasDerivAt (fun ε => lineshape y dy ((ε - W) / theta F μ))
         (-(y ((ε - W) / theta F μ)) ^ 2 * (1 / theta F μ)) ε :=
-      (hasDerivAt_lineshape h ((ε - W) / theta F μ)).comp ε hin
+      by
+        have hg := hasDerivAt_lineshape h ((ε - W) / theta F μ)
+        have hcomp := hg.comp ε hin
+        exact hcomp
     refine (hc.const_mul (theta F μ)).fun_neg.congr_deriv ?_
     rw [hs]
```
